# The upper band of a massive two-dimensional Dirac cone has Berry flux ±π, reversed when the mass changes sign

When a parameter sweep of a two-band lattice model closes and reopens the gap at a single Dirac cone, the change in a band's Chern number can be read from the sign of the cone's mass before and after, together with the cone's handedness (reversing p1 alone reverses the flux), without integrating over the Brillouin zone again. This shortcut uses the Berry flux of one cone, computed here for the non-interacting linear Hamiltonian

H = p1 σ1 + p2 σ2 + m σ3, E = √(p1² + p2² + m²).

## Half a unit for each sign of the mass

Let P = (1 + H/E)/2 be the upper-band projector and ∂1, ∂2 the momentum derivatives. Where E > 0,

tr(P [∂1P, ∂2P]) = i m/(2E³).

With curvature defined as −i times this trace, the integral over the momentum plane divided by 2π is 1/2 for m > 0 and −1/2 for m < 0. The convention A = i⟨u|∂u⟩ for the Berry connection gives the opposite sign.

## A gap closing at k = 0

Take the lattice Hamiltonian

h(k) = sin k1 σ1 + sin k2 σ2 + (M + cos k1 + cos k2) σ3.

Near k = 0 it reduces to H with m = M + 2. As M rises through −2, the gap closes only there and m turns from negative to positive. With the curvature convention used here, the cone's contribution goes from −1/2 to +1/2, which raises the upper band's Chern number by 1.

## From Pauli algebra to the flux

Distinct Pauli matrices anticommute and each squares to 1, so H² = E². They are also traceless, so tr H = 0. Hence

HP = (H + E)/2 = EP,
P² = (1 + 2H/E + H²/E²)/4 = P,
tr P = 1.

Since ∂j(1/E) = −pj/E³,

∂jP = (σj/E − pj H/E³)/2.

The commutator of the two derivatives is

[∂1P, ∂2P] = ([σ1, σ2]/E² − p2 [σ1, H]/E⁴ − p1 [H, σ2]/E⁴)/4.

Insert

[σ1, σ2] = 2i σ3,
[σ1, H] = 2i(p2 σ3 − m σ2),
[H, σ2] = 2i(p1 σ3 − m σ1).

The σ3 terms combine to E² − p1² − p2² = m², which leaves

[∂1P, ∂2P] = i m H/(2E⁴).

Because tr(PH) = E, the trace is i m/(2E³) and the curvature is m/(2E³).

In polar coordinates the angle contributes 2π. For m ≠ 0, −1/√(r² + m²) is an antiderivative of r/(r² + m²)^(3/2), so

∫₀^∞ 2πr · m/(2(r² + m²)^(3/2)) dr = πm · (1/|m|) = π sign(m).

At m = 0 the integrand vanishes and sign(0) = 0. Dividing by 2π gives ±1/2 for non-zero mass.

## The Dirac cone in Lean

```lean
import Mathlib

open MeasureTheory Set Filter Matrix
open scoped Real Topology

namespace DiracHalfChern

noncomputable section

/-- The first Pauli matrix. -/
def σ₁ : Matrix (Fin 2) (Fin 2) ℂ := !![0, 1; 1, 0]

/-- The second Pauli matrix. -/
def σ₂ : Matrix (Fin 2) (Fin 2) ℂ := !![0, -Complex.I; Complex.I, 0]

/-- The third Pauli matrix. -/
def σ₃ : Matrix (Fin 2) (Fin 2) ℂ := !![1, 0; 0, -1]

/-- The Dirac Hamiltonian with mass `m` at momentum `(x, y)`. -/
def ham (m x y : ℝ) : Matrix (Fin 2) (Fin 2) ℂ :=
  (x : ℂ) • σ₁ + (y : ℂ) • σ₂ + (m : ℂ) • σ₃

/-- The relativistic energy `E = √(x² + y² + m²)`. -/
def energy (m x y : ℝ) : ℝ := √(x ^ 2 + y ^ 2 + m ^ 2)

/-- The upper-band projector `P = (1 + H/E)/2`, meaningful where `E > 0`. -/
def proj (m x y : ℝ) : Matrix (Fin 2) (Fin 2) ℂ :=
  (1 / 2 : ℂ) • (1 + (((energy m x y)⁻¹ : ℝ) : ℂ) • ham m x y)

/-- The entrywise derivative of the projector at momentum `(x, y)` in the direction `(a, b)`,
meaningful where `E > 0`. -/
def projDeriv (m x y a b : ℝ) : Matrix (Fin 2) (Fin 2) ℂ :=
  Matrix.of fun i j => deriv (fun t : ℝ => proj m (x + t * a) (y + t * b) i j) 0

/-- The Berry curvature `-i tr(P [∂₁P, ∂₂P])` of the upper band, meaningful where `E > 0`. -/
def berryCurvature (m x y : ℝ) : ℂ :=
  -Complex.I * (proj m x y * (projDeriv m x y 1 0 * projDeriv m x y 0 1
    - projDeriv m x y 0 1 * projDeriv m x y 1 0)).trace

/-- The Berry curvature integrated over the momentum plane and divided by `2π`. -/
def chernNumber (m : ℝ) : ℂ :=
  1 / (2 * (π : ℂ)) * ∫ p : ℝ × ℝ, berryCurvature m p.1 p.2

/-- A non-zero mass makes the energy positive at every momentum. -/
theorem energy_pos {m : ℝ} (hm : m ≠ 0) (x y : ℝ) : 0 < energy m x y :=
  Real.sqrt_pos.mpr (by positivity)

/-- The Dirac Hamiltonian squares to `E²`. -/
theorem ham_sq (m x y : ℝ) : ham m x y * ham m x y = ((energy m x y : ℂ) ^ 2) • 1 := by
  have hE : (energy m x y : ℂ) ^ 2 = (x : ℂ) ^ 2 + (y : ℂ) ^ 2 + (m : ℂ) ^ 2 := by
    have h : energy m x y ^ 2 = x ^ 2 + y ^ 2 + m ^ 2 := Real.sq_sqrt (by positivity)
    exact_mod_cast h
  rw [hE]
  ext i j
  fin_cases i <;> fin_cases j <;>
    simp [ham, σ₁, σ₂, σ₃, Matrix.mul_apply, Fin.sum_univ_two] <;>
    first | ring1 | linear_combination (-(y : ℂ) ^ 2) * Complex.I_sq

/-- Where `E > 0`, the matrix `P` is a projector of trace one onto states of energy `E`. -/
theorem proj_spectral {m x y : ℝ} (h : 0 < energy m x y) :
    ham m x y * proj m x y = (energy m x y : ℂ) • proj m x y ∧
    proj m x y * proj m x y = proj m x y ∧ (proj m x y).trace = 1 := by
  have he : (((energy m x y)⁻¹ : ℝ) : ℂ) * (energy m x y : ℂ) = 1 := by
    exact_mod_cast inv_mul_cancel₀ h.ne'
  have h1 : ham m x y * proj m x y = (energy m x y : ℂ) • proj m x y := by
    simp only [proj, mul_smul_comm, mul_add, mul_one, ham_sq]
    linear_combination (norm := module) he • (((energy m x y : ℂ) / 2) •
      (1 : Matrix (Fin 2) (Fin 2) ℂ) - (1 / 2 : ℂ) • ham m x y)
  have h2 : ∀ Q, proj m x y * Q =
      (1 / 2 : ℂ) • (Q + (((energy m x y)⁻¹ : ℝ) : ℂ) • (ham m x y * Q)) := fun Q => by
    simp only [proj, smul_mul_assoc, add_mul, one_mul]
  refine ⟨h1, ?_, ?_⟩
  · rw [h2, h1, smul_smul, he]
    module
  · simp [proj, ham, σ₁, σ₂, σ₃, Matrix.trace_fin_two]

/-- The rate of change of `1/E` along a differentiable path in momentum space, at a point
where `E > 0`. -/
theorem hasDerivAt_inv_energy {m a b t : ℝ} {u v : ℝ → ℝ} (hu : HasDerivAt u a t)
    (hv : HasDerivAt v b t) (h : 0 < energy m (u t) (v t)) :
    HasDerivAt (fun s => (energy m (u s) (v s))⁻¹)
      (-(a * u t + b * v t) * (energy m (u t) (v t))⁻¹ ^ 3) t := by
  have hq : HasDerivAt (fun s => u s ^ 2 + v s ^ 2 + m ^ 2) (2 * (a * u t + b * v t)) t :=
    (((hu.fun_pow 2).fun_add (hv.fun_pow 2)).add_const (m ^ 2)).congr_deriv
      (by norm_num; ring)
  have hs : HasDerivAt (fun s => energy m (u s) (v s))
      ((a * u t + b * v t) / energy m (u t) (v t)) t :=
    (hq.sqrt (Real.sqrt_pos.mp h).ne').congr_deriv (mul_div_mul_left _ _ two_ne_zero)
  exact (hs.inv h.ne').congr_deriv (by ring)

/-- Where `E > 0`, the projector is differentiable in every direction `(a, b)`, with derivative
`((a σ₁ + b σ₂)/E - (a x + b y) H/E³)/2`. -/
theorem hasDerivAt_proj {m x y : ℝ} (h : 0 < energy m x y) (a b : ℝ) (i j : Fin 2) :
    HasDerivAt (fun t : ℝ => proj m (x + t * a) (y + t * b) i j)
      (((1 / 2 : ℂ) • ((((energy m x y)⁻¹ : ℝ) : ℂ) • ((a : ℂ) • σ₁ + (b : ℂ) • σ₂)
        - (((a * x + b * y : ℝ) : ℂ) * (((energy m x y)⁻¹ : ℝ) : ℂ) ^ 3) • ham m x y)) i j)
      0 := by
  have line : ∀ c d : ℝ, HasDerivAt (fun t : ℝ => c + t * d) d 0 := fun c d =>
    (((hasDerivAt_id (0 : ℝ)).mul_const d).const_add c).congr_deriv (one_mul d)
  have hH : HasDerivAt (fun t : ℝ => ham m (x + t * a) (y + t * b) i j)
      ((a : ℂ) * σ₁ i j + (b : ℂ) * σ₂ i j) 0 := by
    simp only [ham, Matrix.add_apply, Matrix.smul_apply, smul_eq_mul]
    exact (((line x a).ofReal_comp.mul_const (σ₁ i j)).fun_add
      ((line y b).ofReal_comp.mul_const (σ₂ i j))).add_const _
  have hi := (hasDerivAt_inv_energy (m := m) (line x a) (line y b)
    (by simpa using h)).ofReal_comp
  -- product rule for `H/E`
  have hP := ((hi.fun_mul hH).const_add ((1 : Matrix (Fin 2) (Fin 2) ℂ) i j)).const_mul
    (1 / 2 : ℂ)
  refine HasDerivAt.congr_deriv hP ?_
  simp only [zero_mul, add_zero, Matrix.smul_apply, Matrix.sub_apply, Matrix.add_apply,
    smul_eq_mul]
  push_cast
  ring

/-- Where `E > 0`, the projector satisfies `tr(P [∂₁P, ∂₂P]) = i m/(2E³)`. -/
theorem trace_proj_commutator {m x y : ℝ} (h : 0 < energy m x y) :
    (proj m x y * (projDeriv m x y 1 0 * projDeriv m x y 0 1
      - projDeriv m x y 0 1 * projDeriv m x y 1 0)).trace
      = Complex.I * m / (2 * (energy m x y : ℂ) ^ 3) := by
  have hD := fun a b : ℝ => Matrix.ext fun i j => (hasDerivAt_proj h a b i j).deriv
  have hr : Complex.I * m / (2 * (energy m x y : ℂ) ^ 3)
      = Complex.I * m * (((energy m x y)⁻¹ : ℝ) : ℂ) ^ 3 / 2 := by
    push_cast
    ring

  rw [hr, show projDeriv m x y 1 0 = _ from hD 1 0, show projDeriv m x y 0 1 = _ from hD 0 1]
  simp only [proj, ham]
  -- the identity is polynomial in `1/E`
  generalize (((energy m x y)⁻¹ : ℝ) : ℂ) = e
  simp [σ₁, σ₂, σ₃, Matrix.trace_fin_two, Matrix.mul_apply, Fin.sum_univ_two]
  ring_nf

/-- The radial integral of `2πr · m/(2(r² + m²)^(3/2))` over `r > 0` is `π sign(m)`. -/
theorem radial_flux (m : ℝ) :
    ∫ r in Ioi (0 : ℝ), 2 * π * r * (m / (2 * energy m r 0 ^ 3)) = π * Real.sign m := by
  rcases eq_or_ne m 0 with rfl | hm
  · simp
  have hd : ∀ r ∈ Ici (0 : ℝ), HasDerivAt (fun s => -(energy m s 0)⁻¹)
      (r * (energy m r 0)⁻¹ ^ 3) r := fun r _ =>
    (hasDerivAt_inv_energy (u := fun s => s) (v := fun _ => 0) (hasDerivAt_id r)
      (hasDerivAt_const r 0) (energy_pos hm r 0)).fun_neg.congr_deriv (by simp)
  have htop : Tendsto (fun r => energy m r 0) atTop atTop :=
    tendsto_atTop_mono (fun r => (le_abs_self r).trans
      (Real.abs_le_sqrt (by nlinarith [sq_nonneg m]))) tendsto_id
  have hlim : Tendsto (fun r => -(energy m r 0)⁻¹) atTop (𝓝 0) := by
    simpa using (tendsto_inv_atTop_zero.comp htop).neg
  have hint := integral_Ioi_of_hasDerivAt_of_nonneg' hd (fun r hr => by
    have h1 : 0 < r := hr
    have h2 := energy_pos hm r 0
    positivity) hlim
  have h0 : energy m 0 0 = |m| := by simp [energy, Real.sqrt_sq_eq_abs]
  have hfac : ∫ r in Ioi (0 : ℝ), 2 * π * r * (m / (2 * energy m r 0 ^ 3))
      = π * m * ∫ r in Ioi (0 : ℝ), r * (energy m r 0)⁻¹ ^ 3 := by
    rw [← integral_const_mul]
    congr 1
    ext r
    ring
  have key : m * m⁻¹ = 1 := mul_inv_cancel₀ hm
  rw [hfac, hint, h0]
  rcases lt_or_gt_of_ne hm with h | h
  · rw [Real.sign_of_neg h, abs_of_neg h, inv_neg]
    linear_combination (-π) * key
  · rw [Real.sign_of_pos h, abs_of_pos h]
    linear_combination π * key

/-- The integral of `m/(2E³)` over the whole momentum plane is `π sign(m)`. -/
theorem total_flux (m : ℝ) :
    ∫ p : ℝ × ℝ, m / (2 * energy m p.1 p.2 ^ 3) = π * Real.sign m := by
  have hrot : ∀ r θ : ℝ, energy m (r * Real.cos θ) (r * Real.sin θ) = energy m r 0 := by
    intro r θ
    unfold energy
    congr 1
    linear_combination r ^ 2 * Real.sin_sq_add_cos_sq θ
  have hangle : ∫ _θ in Ioo (-π) π, (1 : ℝ) = 2 * π := by
    rw [← integral_Ioc_eq_integral_Ioo,
      ← intervalIntegral.integral_of_le (by linarith [Real.pi_pos]),
      intervalIntegral.integral_const, smul_eq_mul]
    ring
  calc ∫ p : ℝ × ℝ, m / (2 * energy m p.1 p.2 ^ 3)
      = ∫ q in Ioi (0 : ℝ) ×ˢ Ioo (-π) π, q.1 * (m / (2 * energy m q.1 0 ^ 3)) * 1 := by
        rw [← integral_comp_polarCoord_symm, polarCoord_target]
        congr 1
        ext q
        simp only [polarCoord_symm_apply, smul_eq_mul, hrot, mul_one]
    _ = (∫ r in Ioi (0 : ℝ), r * (m / (2 * energy m r 0 ^ 3))) * ∫ _θ in Ioo (-π) π, (1 : ℝ) :=
        setIntegral_prod_mul (μ := volume) (ν := volume)
          (fun r : ℝ => r * (m / (2 * energy m r 0 ^ 3))) (fun _ : ℝ => (1 : ℝ)) _ _
    _ = ∫ r in Ioi (0 : ℝ), 2 * π * r * (m / (2 * energy m r 0 ^ 3)) := by
        rw [hangle, mul_comm, ← integral_const_mul]
        congr 1
        ext r
        ring
    _ = π * Real.sign m := radial_flux m

/-- The Berry flux of the upper Dirac band through the momentum plane, divided by `2π`, is `1/2` for
positive mass and `-1/2` for negative mass. -/
theorem chernNumber_half (m : ℝ) :
    (0 < m → chernNumber m = 1 / 2) ∧ (m < 0 → chernNumber m = -1 / 2) := by
  have hπ : (π : ℂ) ≠ 0 := by exact_mod_cast Real.pi_ne_zero
  have main : m ≠ 0 → chernNumber m = (Real.sign m : ℂ) / 2 := by
    intro hm
    have hc : ∀ p : ℝ × ℝ, berryCurvature m p.1 p.2
        = ((m / (2 * energy m p.1 p.2 ^ 3) : ℝ) : ℂ) := by
      intro p
      rw [berryCurvature, trace_proj_commutator (energy_pos hm _ _)]
      push_cast
      linear_combination (-(m : ℂ) / (2 * (energy m p.1 p.2 : ℂ) ^ 3)) * Complex.I_sq
    simp only [chernNumber, hc]
    rw [integral_complex_ofReal, total_flux]
    push_cast
    field_simp
  constructor
  · intro h
    rw [main h.ne', Real.sign_of_pos h]
    norm_num
  · intro h
    rw [main h.ne, Real.sign_of_neg h]
    norm_num

/-- For `m > 0`, the upper band's Berry flux divided by `2π` is larger by one at mass `m` than at
mass `-m`. -/
theorem chernNumber_jump {m : ℝ} (hm : 0 < m) : chernNumber m - chernNumber (-m) = 1 := by
  rw [(chernNumber_half m).1 hm, (chernNumber_half (-m)).2 (by linarith)]
  norm_num

end

end DiracHalfChern
```

```lean
#print axioms DiracHalfChern.proj_spectral
#print axioms DiracHalfChern.chernNumber_half
#print axioms DiracHalfChern.chernNumber_jump
```

```
'DiracHalfChern.proj_spectral' depends on axioms: [propext, Classical.choice, Quot.sound]
'DiracHalfChern.chernNumber_half' depends on axioms: [propext, Classical.choice, Quot.sound]
'DiracHalfChern.chernNumber_jump' depends on axioms: [propext, Classical.choice, Quot.sound]
```

## From Lean's momentum plane to a Brillouin zone

In the code `x` and `y` are p1 and p2, and `energy m r 0` is √(r² + m²). `projDeriv m x y a b` differentiates the entries of P in direction (a, b); `hasDerivAt_proj` proves that these derivatives exist where E > 0. `trace_proj_commutator` needs only E > 0, so it also holds for m = 0 away from the origin. `radial_flux` and `total_flux` hold for every real m, while `chernNumber_half` treats the two signs separately and `chernNumber_jump` gives the difference of one between m > 0 and −m.

`ham_sq` checks H² = E² entry by entry, and `proj_spectral` derives the projector properties. `hasDerivAt_inv_energy` is the chain rule for 1/E, used both for ∂jP and for the radial antiderivative. For the trace, Lean replaces 1/E by a free variable and expands the matrices; the fifth-order terms cancel, so this step doesn't need H² = E². `radial_flux` applies the fundamental theorem of calculus on the half-line, and `total_flux` changes to polar coordinates and separates the angular integral.

The name `chernNumber` departs from textbook use: a Chern number belongs to a closed surface and is an integer, whereas this is a normalised flux through an open plane. Applying the jump to a lattice requires two further arguments, not formalised here: the curvature away from the cone must contribute continuously as the gap closes, so that the cone alone supplies the change, and the non-linear terms of the lattice Hamiltonian near the cone must leave the jump unaltered.
